# Detailed balance makes time correlations symmetric and autocorrelations nonnegative in a finite-state master equation

Time evolution here acts on observables, not on populations. For a master equation with finitely many states, let $L_{ij}$ with $i\neq j$ be the rate of jumping from $i$ to $j$, and let each row of $L$ sum to zero. An observable $g$ assigns a number $g_i$ to each state, and $(e^{tL}g)_i$ is its mean after a time $t\ge 0$ for a system that started in $i$.

The theorems need less than this: `L` is any real square matrix indexed by a finite type `n`, with no condition on signs or row sums.

```lean
import Mathlib

open Matrix
open NormedSpace (exp)

namespace OnsagerCorrelation

variable {n : Type*} [Fintype n] [DecidableEq n]
```

Let $p_i$ be the equilibrium population of state $i$. Detailed balance says that the flux between any two states is equal in both directions:
$$p_iL_{ij}=p_jL_{ji}.$$
This is assumed, as the expression of microscopic reversibility at equilibrium. In Lean `p` is a real vector that need not be normalised; sign conditions appear only where they are used.

```lean
/-- Detailed balance of a matrix `L` with respect to weights `p`:
`p i * L i j = p j * L j i` for every pair of states. -/
def DetailedBalance (p : n → ℝ) (L : Matrix n n ℝ) : Prop :=
  ∀ i j, p i * L i j = p j * L j i
```

The correlation of $f$ now with $g$ a time $t$ later is
$$C_{fg}(t)=\sum_i p_i f_i\,(e^{tL}g)_i .$$
Means are not subtracted. The definition accepts negative $t$, where it continues the formula algebraically and is not the correlation of the stationary process at negative lag.

```lean
/-- The time correlation `C_fg(t) = ∑ i, p i * f i * (exp (t L) g) i` of two observables. -/
noncomputable def corr (p : n → ℝ) (L : Matrix n n ℝ) (f g : n → ℝ) (t : ℝ) : ℝ :=
  ∑ i, p i * f i * (exp (t • L) *ᵥ g) i
```

## From the rates to the propagator

Detailed balance holds for $L^0=1$, whose off-diagonal entries vanish. If it holds for $L^k$, then
$$p_i(L^{k+1})_{ij}=\sum_l p_i(L^k)_{il}L_{lj}=\sum_l (L^k)_{li}\,p_lL_{lj}=p_j\sum_l L_{jl}(L^k)_{li}=p_j(L^{k+1})_{ji}.$$
The `linear_combination` in the induction step applies the two exchanges term by term.

```lean
/-- Detailed balance of `L` passes to all its powers. -/
theorem DetailedBalance.pow {p : n → ℝ} {L : Matrix n n ℝ} (h : DetailedBalance p L)
    (k : ℕ) : DetailedBalance p (L ^ k) := by
  induction k with
  | zero =>
    intro i j
    by_cases hij : i = j
    · subst hij; rfl
    · simp [Matrix.one_apply_ne hij, Matrix.one_apply_ne (Ne.symm hij)]
  | succ k ih =>
    intro i j
    -- split off the last step on the left and the first step on the right
    rw [pow_succ, Matrix.mul_apply, ← pow_succ, pow_succ', Matrix.mul_apply,
      Finset.mul_sum, Finset.mul_sum]
    refine Finset.sum_congr rfl fun l _ => ?_
    linear_combination L l j * ih i l + (L ^ k) l i * h l j
```

For fixed $i,j$, the violation $\varphi(A)=p_iA_{ij}-p_jA_{ji}$ is additive and continuous in $A$. It vanishes on every term $(tL)^k/k!$, hence also on their sum $e^{tL}$.

```lean
/-- Detailed balance of `L` passes to the propagator `exp (t L)` at every real time. -/
theorem DetailedBalance.propagator {p : n → ℝ} {L : Matrix n n ℝ}
    (h : DetailedBalance p L) (t : ℝ) : DetailedBalance p (exp (t • L)) := by
  intro i j
  have hs : HasSum (fun k : ℕ => ((k.factorial : ℝ)⁻¹) • (t • L) ^ k) (exp (t • L)) := by
    let : NormedRing (Matrix n n ℝ) := Matrix.linftyOpNormedRing
    let : NormedAlgebra ℝ (Matrix n n ℝ) := Matrix.linftyOpNormedAlgebra
    exact NormedSpace.exp_series_hasSum_exp' (𝕂 := ℝ) (t • L)
  have ht : DetailedBalance p (t • L) := by
    intro a b
    simp only [Matrix.smul_apply, smul_eq_mul]
    linear_combination t * h a b
  -- the violation of detailed balance is additive and continuous in the matrix
  let φ : Matrix n n ℝ →+ ℝ :=
    { toFun := fun A => p i * A i j - p j * A j i
      map_zero' := by simp
      map_add' := by
        intro A B
        simp only [Matrix.add_apply]
        ring }
  have hφ : Continuous φ := by
    change Continuous (fun A : Matrix n n ℝ => p i * A i j - p j * A j i)
    exact (continuous_const.mul (continuous_id.matrix_elem i j)).sub
      (continuous_const.mul (continuous_id.matrix_elem j i))
  have h0 : (φ ∘ fun k : ℕ => ((k.factorial : ℝ)⁻¹) • (t • L) ^ k) = fun _ => 0 := by
    funext k
    change p i * (((k.factorial : ℝ)⁻¹) • (t • L) ^ k) i j
      - p j * (((k.factorial : ℝ)⁻¹) • (t • L) ^ k) j i = 0
    rw [Matrix.smul_apply, Matrix.smul_apply, smul_eq_mul, smul_eq_mul]
    linear_combination ((k.factorial : ℝ)⁻¹) * ht.pow k i j
  have h1 := hs.map φ hφ
  rw [h0] at h1
  exact sub_eq_zero.mp (h1.unique hasSum_zero)
```

## Exchanging the observables

Write $E=e^{tL}$. Then
$$C_{fg}(t)=\sum_{i,j}f_i\,p_iE_{ij}\,g_j=\sum_{i,j}g_j\,p_jE_{ji}\,f_i=C_{gf}(t).$$
This is Onsager symmetry for equilibrium correlations of state functions that do not change sign under time reversal. Reciprocity of transport coefficients would need a further linear-response argument.

```lean
/-- Onsager symmetry: under detailed balance, `C_fg(t) = C_gf(t)` for all observables
and all real times. -/
theorem onsager_symmetry {p : n → ℝ} {L : Matrix n n ℝ} (h : DetailedBalance p L)
    (f g : n → ℝ) (t : ℝ) : corr p L f g t = corr p L g f t := by
  simp only [corr, Matrix.mulVec, dotProduct, Finset.mul_sum]
  rw [Finset.sum_comm]
  refine Finset.sum_congr rfl fun j _ => Finset.sum_congr rfl fun i _ => ?_
  linear_combination f i * g j * h.propagator t i j
```

## Sharing the elapsed time

Since $sL$ and $tL$ commute, $e^{(s+t)L}=e^{sL}e^{tL}$.

```lean
/-- Propagators compose: evolving for `s + t` is evolving for `t` and then for `s`. -/
theorem propagator_add (L : Matrix n n ℝ) (s t : ℝ) :
    exp ((s + t) • L) = exp (s • L) * exp (t • L) := by
  rw [add_smul]
  exact Matrix.exp_add_of_commute _ _ (((Commute.refl L).smul_left s).smul_right t)
```

Write $f_s=e^{sL}f$ and $g_t=e^{tL}g$. The composition law, followed by Onsager symmetry, gives
$$C_{fg}(s+t)=C_{f\,g_t}(s)=C_{g_t f}(s)=\sum_i p_i\,(f_s)_i\,(g_t)_i .$$

```lean
/-- Under detailed balance the elapsed time can be shared between the two observables:
`C_fg(s + t)` is the `p`-weighted overlap of `exp (s L) f` and `exp (t L) g`. -/
theorem corr_add {p : n → ℝ} {L : Matrix n n ℝ} (h : DetailedBalance p L)
    (f g : n → ℝ) (s t : ℝ) :
    corr p L f g (s + t) =
      ∑ i, p i * (exp (s • L) *ᵥ f) i * (exp (t • L) *ᵥ g) i := by
  have h1 : corr p L f g (s + t) = corr p L f (exp (t • L) *ᵥ g) s := by
    simp only [corr, propagator_add, Matrix.mulVec_mulVec]
  rw [h1, onsager_symmetry h]
  exact Finset.sum_congr rfl fun i _ => by ring
```

With $g=f$ and two equal halves, the autocorrelation is a weighted sum of squares. For $p_i\ge0$,
$$C_{ff}(t)=\sum_i p_i\,(f_{t/2})_i^2\ge 0 .$$
Suppose equilibrium simulation data are sorted into finitely many states. A negative autocorrelation of a function of the state, beyond sampling error, then speaks against a continuous-time master equation with detailed balance in those states. It does not speak against every reversible Markov chain in discrete time: the two-state chain that swaps states at every step obeys detailed balance with equal weights, but $f=(1,-1)$ has autocorrelation $-1$ after one step.

```lean
/-- Under detailed balance with nonnegative weights, every autocorrelation is nonnegative
at all real times. -/
theorem autocorr_nonneg {p : n → ℝ} {L : Matrix n n ℝ} (hp : ∀ i, 0 ≤ p i)
    (h : DetailedBalance p L) (f : n → ℝ) (t : ℝ) : 0 ≤ corr p L f f t := by
  rw [← add_halves t, corr_add h]
  refine Finset.sum_nonneg fun i _ => ?_
  rw [mul_assoc]
  exact mul_nonneg (hp i) (mul_self_nonneg _)
```

If every $p_i>0$ and $f\neq0$, the sum is strictly positive. Were $f_{t/2}=0$, then $f=e^{-tL/2}f_{t/2}=0$, a contradiction. Some component of $f_{t/2}$ is thus nonzero, and its term is positive.

```lean
/-- Under detailed balance with positive weights, the autocorrelation of a nonzero
observable is strictly positive at all real times. -/
theorem autocorr_pos {p : n → ℝ} {L : Matrix n n ℝ} (hp : ∀ i, 0 < p i)
    (h : DetailedBalance p L) {f : n → ℝ} (hf : f ≠ 0) (t : ℝ) :
    0 < corr p L f f t := by
  -- evolving backwards recovers `f`, so the evolved observable is nonzero
  have hu : exp ((t / 2) • L) *ᵥ f ≠ 0 := by
    intro h0
    apply hf
    have h1 := propagator_add L (-(t / 2)) (t / 2)
    rw [neg_add_cancel, zero_smul, NormedSpace.exp_zero] at h1
    rw [← Matrix.one_mulVec f, h1, ← Matrix.mulVec_mulVec, h0, Matrix.mulVec_zero]
  obtain ⟨i, hi⟩ := Function.ne_iff.mp hu
  rw [← add_halves t, corr_add h]
  refine Finset.sum_pos' (fun j _ => ?_) ⟨i, Finset.mem_univ i, ?_⟩
  · rw [mul_assoc]
    exact mul_nonneg (hp j).le (mul_self_nonneg _)
  · rw [mul_assoc]
    exact mul_pos (hp i) (mul_self_pos.mpr hi)
```

For $p_i\ge0$, set $a_i=\sqrt{p_i}\,(f_{s/2})_i$ and $b_i=\sqrt{p_i}\,(f_{t/2})_i$. Cauchy–Schwarz gives
$$C_{ff}\!\left(\tfrac{s+t}{2}\right)^2=\Big(\sum_i a_ib_i\Big)^2\le\sum_i a_i^2\sum_i b_i^2=C_{ff}(s)\,C_{ff}(t).$$
In the proof, `key` rewrites each of the three correlations as such a sum.

```lean
/-- Under detailed balance with nonnegative weights, the squared autocorrelation at the
midpoint of two times is at most the product of its values at these times. -/
theorem autocorr_midpoint_sq_le {p : n → ℝ} {L : Matrix n n ℝ} (hp : ∀ i, 0 ≤ p i)
    (h : DetailedBalance p L) (f : n → ℝ) (s t : ℝ) :
    corr p L f f ((s + t) / 2) ^ 2 ≤ corr p L f f s * corr p L f f t := by
  have key : ∀ a b : ℝ, corr p L f f (a + b) =
      ∑ i, (√(p i) * (exp (a • L) *ᵥ f) i) * (√(p i) * (exp (b • L) *ᵥ f) i) := by
    intro a b
    rw [corr_add h]
    refine Finset.sum_congr rfl fun i _ => ?_
    linear_combination (-(exp (a • L) *ᵥ f) i * (exp (b • L) *ᵥ f) i) *
      Real.mul_self_sqrt (hp i)
  -- Cauchy-Schwarz for the observable evolved to the two half times
  have cs := Finset.sum_mul_sq_le_sq_mul_sq Finset.univ
    (fun i => √(p i) * (exp ((s / 2) • L) *ᵥ f) i)
    (fun i => √(p i) * (exp ((t / 2) • L) *ᵥ f) i)
  simp only [pow_two (_ * _)] at cs
  rw [← key, ← key, ← key, add_halves, add_halves, ← add_div] at cs
  exact cs
```

## From symmetry back to detailed balance

Suppose $C_{fg}(t)=C_{gf}(t)$ for all observables and all real times. Taking the indicators of states $i$ and $j$ gives
$$p_i(e^{tL})_{ij}=p_j(e^{tL})_{ji}.$$
The derivative at $t=0$ is $p_iL_{ij}=p_jL_{ji}$. Lean obtains it from `hd`, the entrywise derivative of the exponential, and the uniqueness of derivatives.

```lean
/-- Converse: if `C_fg(t) = C_gf(t)` for all observables and all real times, then `L`
obeys detailed balance with respect to `p`. -/
theorem detailedBalance_of_onsager {p : n → ℝ} {L : Matrix n n ℝ}
    (h : ∀ f g t, corr p L f g t = corr p L g f t) : DetailedBalance p L := by
  have hd : ∀ i j, HasDerivAt (fun u : ℝ => exp (u • L) i j) (L i j) 0 := by
    intro i j
    let : NormedRing (Matrix n n ℝ) := Matrix.linftyOpNormedRing
    let : NormedAlgebra ℝ (Matrix n n ℝ) := Matrix.linftyOpNormedAlgebra
    let ψ : Matrix n n ℝ →ₗ[ℝ] ℝ :=
      { toFun := fun A => A i j
        map_add' := fun _ _ => rfl
        map_smul' := fun _ _ => rfl }
    have h2 : HasDerivAt (fun u : ℝ => exp (u • L) i j) ((exp ((0 : ℝ) • L) * L) i j) 0 :=
      (LinearMap.toContinuousLinearMap ψ).hasFDerivAt.comp_hasDerivAt 0
        (hasDerivAt_exp_smul_const L (0 : ℝ))
    rwa [zero_smul, NormedSpace.exp_zero, one_mul] at h2
  -- indicator observables pick out single entries of the propagator
  have key : ∀ i j t, corr p L (Pi.single i 1) (Pi.single j 1) t
      = p i * exp (t • L) i j := by
    intro i j t
    simp [corr, Pi.single_apply, Matrix.mulVec, dotProduct]
  intro i j
  have h1 := (hd i j).const_mul (p i)
  have h2 := (hd j i).const_mul (p j)
  have he : (fun u : ℝ => p i * exp (u • L) i j) = fun u => p j * exp (u • L) j i := by
    funext u
    rw [← key, ← key, h]
  rw [he] at h1
  exact h1.unique h2
```

## Two states with unequal populations

Label the states 0 and 1, and take
$$L=\begin{pmatrix}-1&1\\2&-2\end{pmatrix},\qquad p=\left(\tfrac23,\tfrac13\right).$$
The flux is $\tfrac23\cdot1=\tfrac13\cdot2$ in both directions. Because $L^2=-3L$, the exponential series sums to
$$e^{tL}=1+\frac{1-e^{-3t}}{3}\,L .$$
For the indicators $f=(1,0)$ and $g=(0,1)$,
$$C_{fg}(t)=\tfrac23\cdot\tfrac{1-e^{-3t}}{3}=\tfrac13\cdot\tfrac{2(1-e^{-3t})}{3}=C_{gf}(t),\qquad C_{ff}(t)=\frac{4+2e^{-3t}}{9}>0 .$$
The theorem below covers the positive weights, the zero row sums and detailed balance; the closed forms rest on the algebra just given.

```lean
/-- The two-state generator with rates 1 and 2 has zero row sums and obeys detailed balance
with the positive weights 2/3 and 1/3. -/
theorem detailedBalance_witness :
    (∀ i, 0 < (![2 / 3, 1 / 3] : Fin 2 → ℝ) i) ∧
    (∀ i, ∑ j, (!![-1, 1; 2, -2] : Matrix (Fin 2) (Fin 2) ℝ) i j = 0) ∧
    DetailedBalance ![2 / 3, 1 / 3] !![-1, 1; 2, -2] := by
  refine ⟨fun i => ?_, fun i => ?_, fun i j => ?_⟩
  · fin_cases i <;> norm_num
  · fin_cases i <;> norm_num [Fin.sum_univ_two]
  · fin_cases i <;> fin_cases j <;> norm_num

end OnsagerCorrelation
```

```lean
#print axioms OnsagerCorrelation.autocorr_nonneg
#print axioms OnsagerCorrelation.autocorr_pos
#print axioms OnsagerCorrelation.autocorr_midpoint_sq_le
#print axioms OnsagerCorrelation.detailedBalance_of_onsager
```

```
'OnsagerCorrelation.autocorr_nonneg' depends on axioms: [propext, Classical.choice, Quot.sound]
'OnsagerCorrelation.autocorr_pos' depends on axioms: [propext, Classical.choice, Quot.sound]
'OnsagerCorrelation.autocorr_midpoint_sq_le' depends on axioms: [propext, Classical.choice, Quot.sound]
'OnsagerCorrelation.detailedBalance_of_onsager' depends on axioms: [propext, Classical.choice, Quot.sound]
```
